# An upper bound on the double-quantum splitting of a quadrupolar spin 1, reached exactly when the middle level is zero

In zero magnetic field, a spin-1 nucleus such as \(^{14}\mathrm{N}\) with quadrupole coupling constant \(4K\) and asymmetry \(h\) has the levels \(K(1-h)\), \(K(1+h)\) and \(-2K\). At \(h=1\) the middle level is 0 and the outer splitting \(4|K|\) equals \(2\sqrt{K^2(3+h^2)}\), while at \(h=0\) the middle level is \(K\) and the splitting \(3|K|\) falls short of that expression, \(2\sqrt3\,|K|\).

```lean
import Mathlib

open Matrix

namespace SpinOneDoubleQuantum

noncomputable section

/-- The spin-1 operator `I_x` in the Cartesian basis. -/
def Ix : Matrix (Fin 3) (Fin 3) ℂ :=
  !![0, 0, 0; 0, 0, -Complex.I; 0, Complex.I, 0]

/-- The spin-1 operator `I_y` in the Cartesian basis. -/
def Iy : Matrix (Fin 3) (Fin 3) ℂ :=
  !![0, 0, Complex.I; 0, 0, 0; -Complex.I, 0, 0]

/-- The spin-1 operator `I_z` in the Cartesian basis. -/
def Iz : Matrix (Fin 3) (Fin 3) ℂ :=
  !![0, -Complex.I, 0; Complex.I, 0, 0; 0, 0, 0]

/-- The Hamiltonian `K (3 I_z² - 2 + h (I_x² - I_y²)) + v n·I`: quadrupole coupling `K`, asymmetry
`h`, and a field term `v n·I`, which has strength `|v|` when `n` is a unit vector. -/
def ham (K h v : ℝ) (n : Fin 3 → ℝ) : Matrix (Fin 3) (Fin 3) ℂ :=
  (K : ℂ) • ((3 : ℂ) • Iz ^ 2 - (2 : ℂ) • 1 + (h : ℂ) • (Ix ^ 2 - Iy ^ 2))
    + (v : ℂ) • ((n 0 : ℂ) • Ix + (n 1 : ℂ) • Iy + (n 2 : ℂ) • Iz)

/-- The three matrices satisfy the angular momentum commutation relations, and
`I_x² + I_y² + I_z² = 2`, the value `I(I+1)` for spin 1. -/
theorem spin_one_algebra :
    Ix * Iy - Iy * Ix = Complex.I • Iz ∧ Iy * Iz - Iz * Iy = Complex.I • Ix ∧
    Iz * Ix - Ix * Iz = Complex.I • Iy ∧ Ix ^ 2 + Iy ^ 2 + Iz ^ 2 = (2 : ℂ) • 1 := by
  refine ⟨?_, ?_, ?_, ?_⟩ <;> ext i j <;> fin_cases i <;> fin_cases j <;>
    simp [Ix, Iy, Iz, pow_two] <;> norm_num

/-- The Hamiltonian written out: the quadrupole part is diagonal in the Cartesian basis, and
the field couples the basis states in pairs. -/
theorem ham_eq (K h v : ℝ) (n : Fin 3 → ℝ) :
    ham K h v n =
      !![(K : ℂ) - K * h, -(Complex.I * v * n 2), Complex.I * v * n 1;
         Complex.I * v * n 2, (K : ℂ) + K * h, -(Complex.I * v * n 0);
         -(Complex.I * v * n 1), Complex.I * v * n 0, -(2 * (K : ℂ))] := by
  ext i j
  fin_cases i <;> fin_cases j <;>
    simp [ham, Ix, Iy, Iz, pow_two] <;> ring

/-- The Hamiltonian is Hermitian. -/
theorem ham_isHermitian (K h v : ℝ) (n : Fin 3 → ℝ) : (ham K h v n).IsHermitian := by
  rw [Matrix.IsHermitian, ham_eq]
  ext i j
  fin_cases i <;> fin_cases j <;> simp [Matrix.conjTranspose_apply]

/-- The energy levels, counted with multiplicity and in decreasing order:
`level 0` is the largest, `level 1` the middle and `level 2` the smallest eigenvalue. -/
def level (K h v : ℝ) (n : Fin 3 → ℝ) (k : Fin 3) : ℝ :=
  (ham_isHermitian K h v n).eigenvalues₀ (Fin.cast (Fintype.card_fin 3).symm k)

/-- The double-quantum splitting: largest minus smallest eigenvalue. -/
def gap (K h v : ℝ) (n : Fin 3 → ℝ) : ℝ := level K h v n 0 - level K h v n 2

/-- The levels are in decreasing order. -/
theorem level_antitone (K h v : ℝ) (n : Fin 3 → ℝ) : Antitone (level K h v n) := by
  intro i j hij
  have hc : Fin.cast (Fintype.card_fin 3).symm i ≤ Fin.cast (Fintype.card_fin 3).symm j :=
    Fin.le_def.2 (Fin.le_def.1 hij)
  exact (ham_isHermitian K h v n).eigenvalues₀_antitone hc

/-- The secular determinant for a unit vector `n`. The field direction enters only the
constant term. -/
theorem secular (K h v : ℝ) (n : Fin 3 → ℝ) (hn : n 0 ^ 2 + n 1 ^ 2 + n 2 ^ 2 = 1) (E : ℝ) :
    ((E : ℂ) • (1 : Matrix (Fin 3) (Fin 3) ℂ) - ham K h v n).det =
      ((E ^ 3 - (v ^ 2 + K ^ 2 * (3 + h ^ 2)) * E + K * (2 * K ^ 2 * (1 - h ^ 2)
        + v ^ 2 * ((1 - h) * n 0 ^ 2 + (1 + h) * n 1 ^ 2 - 2 * n 2 ^ 2)) : ℝ) : ℂ) := by
  have hc : (n 0 : ℂ) ^ 2 + (n 1 : ℂ) ^ 2 + (n 2 : ℂ) ^ 2 = 1 := by exact_mod_cast hn
  rw [ham_eq, Matrix.det_fin_three]
  simp
  linear_combination (((E : ℂ) - K * (1 - h)) * v ^ 2 * n 0 ^ 2
    + ((E : ℂ) - K * (1 + h)) * v ^ 2 * n 1 ^ 2
    + ((E : ℂ) + 2 * K) * v ^ 2 * n 2 ^ 2) * Complex.I_sq - (v : ℂ) ^ 2 * E * hc

/-- For a unit vector `n`, the levels sum to zero, and the sum of their pair products and their
triple product are explicit in the parameters of the Hamiltonian. -/
theorem level_relations (K h v : ℝ) (n : Fin 3 → ℝ)
    (hn : n 0 ^ 2 + n 1 ^ 2 + n 2 ^ 2 = 1) :
    level K h v n 0 + level K h v n 1 + level K h v n 2 = 0 ∧
    level K h v n 0 * level K h v n 1 + level K h v n 1 * level K h v n 2
      + level K h v n 2 * level K h v n 0 = -(v ^ 2 + K ^ 2 * (3 + h ^ 2)) ∧
    level K h v n 0 * level K h v n 1 * level K h v n 2 =
      -(K * (2 * K ^ 2 * (1 - h ^ 2)
        + v ^ 2 * ((1 - h) * n 0 ^ 2 + (1 + h) * n 1 ^ 2 - 2 * n 2 ^ 2))) := by
  have hH := ham_isHermitian K h v n
  -- the ordered levels are a relabelling of the eigenvalues
  let e : Fin 3 ≃ Fin 3 := (finCongr (Fintype.card_fin 3).symm).trans
    (Fintype.equivOfCardEq (Fintype.card_fin _))
  have he : ∀ k, hH.eigenvalues (e k) = level K h v n k := fun k =>
    congrArg hH.eigenvalues₀
      (Equiv.symm_apply_apply (Fintype.equivOfCardEq (Fintype.card_fin _)) _)
  -- hence the secular polynomial factorises over the levels
  have key : ∀ E : ℝ, (E - level K h v n 0) * (E - level K h v n 1) * (E - level K h v n 2) =
      E ^ 3 - (v ^ 2 + K ^ 2 * (3 + h ^ 2)) * E + K * (2 * K ^ 2 * (1 - h ^ 2)
        + v ^ 2 * ((1 - h) * n 0 ^ 2 + (1 + h) * n 1 ^ 2 - 2 * n 2 ^ 2)) := by
    intro E
    have hs : Matrix.scalar (Fin 3) (E : ℂ) = (E : ℂ) • 1 := by
      ext i j
      simp [Matrix.scalar_apply, Matrix.diagonal_apply, Matrix.one_apply]
    have h1 := congrArg (Polynomial.eval (E : ℂ)) hH.charpoly_eq
    rw [Matrix.eval_charpoly, hs, secular K h v n hn E, Polynomial.eval_prod,
      ← Equiv.prod_comp e, Fin.prod_univ_three, he, he, he] at h1
    simp only [Polynomial.eval_sub, Polynomial.eval_X, Polynomial.eval_C] at h1
    rw [← Complex.ofReal_inj, Complex.ofReal_mul, Complex.ofReal_mul, Complex.ofReal_sub,
      Complex.ofReal_sub, Complex.ofReal_sub]
    exact h1.symm
  -- compare the two forms at three energies
  have h0 := key 0
  have h1 := key 1
  have h2 := key (-1)
  refine ⟨?_, ?_, ?_⟩
  · linear_combination (-1 / 2) * h1 + (-1 / 2) * h2 + h0
  · linear_combination (1 / 2) * h1 - (1 / 2) * h2
  · linear_combination -h0

/-- For a unit vector `n`, the squared splitting falls short of `4 (v² + K² (3 + h²))` by
three times the square of the middle level. -/
theorem gap_sq (K h v : ℝ) (n : Fin 3 → ℝ) (hn : n 0 ^ 2 + n 1 ^ 2 + n 2 ^ 2 = 1) :
    gap K h v n ^ 2 = 4 * (v ^ 2 + K ^ 2 * (3 + h ^ 2)) - 3 * level K h v n 1 ^ 2 := by
  obtain ⟨hs, hp, -⟩ := level_relations K h v n hn
  unfold gap
  linear_combination (level K h v n 0 + 3 * level K h v n 1 + level K h v n 2) * hs - 4 * hp

/-- For a unit vector `n`, the splitting between the largest and smallest eigenvalues is at most
`2 √(v² + K² (3 + h²))`, with equality exactly when the middle eigenvalue is zero. -/
theorem double_quantum_bound (K h v : ℝ) (n : Fin 3 → ℝ)
    (hn : n 0 ^ 2 + n 1 ^ 2 + n 2 ^ 2 = 1) :
    gap K h v n ≤ 2 * √(v ^ 2 + K ^ 2 * (3 + h ^ 2)) ∧
    (gap K h v n = 2 * √(v ^ 2 + K ^ 2 * (3 + h ^ 2)) ↔ level K h v n 1 = 0) := by
  have hg : 0 ≤ gap K h v n := sub_nonneg.2 (level_antitone K h v n (by decide))
  have hr : 0 ≤ 2 * √(v ^ 2 + K ^ 2 * (3 + h ^ 2)) := by positivity
  have hS := Real.sq_sqrt (show 0 ≤ v ^ 2 + K ^ 2 * (3 + h ^ 2) by positivity)
  have hq := gap_sq K h v n hn
  constructor
  · rw [← sq_le_sq₀ hg hr, mul_pow, hS, hq]
    nlinarith [sq_nonneg (level K h v n 1)]
  · rw [← sq_eq_sq₀ hg hr, mul_pow, hS, hq]
    constructor
    · intro h1
      exact pow_eq_zero_iff (two_ne_zero) |>.1 (by linarith)
    · intro h1
      rw [h1]
      ring

/-- For a unit vector `n`, the splitting is at least `√3 √(v² + K² (3 + h²))`. -/
theorem gap_lower_bound (K h v : ℝ) (n : Fin 3 → ℝ)
    (hn : n 0 ^ 2 + n 1 ^ 2 + n 2 ^ 2 = 1) :
    √3 * √(v ^ 2 + K ^ 2 * (3 + h ^ 2)) ≤ gap K h v n := by
  have h01 : level K h v n 1 ≤ level K h v n 0 := level_antitone K h v n (by decide)
  have h12 : level K h v n 2 ≤ level K h v n 1 := level_antitone K h v n (by decide)
  have hg : 0 ≤ gap K h v n := sub_nonneg.2 (h12.trans h01)
  obtain ⟨hs, hp, -⟩ := level_relations K h v n hn
  -- the middle level lies between the outer ones, which bounds its square
  have hm := mul_nonneg (sub_nonneg.2 h01) (sub_nonneg.2 h12)
  have hb : 3 * level K h v n 1 ^ 2 ≤ v ^ 2 + K ^ 2 * (3 + h ^ 2) := by
    have h2 : (level K h v n 0 - level K h v n 1) * (level K h v n 1 - level K h v n 2) =
        v ^ 2 + K ^ 2 * (3 + h ^ 2) - 3 * level K h v n 1 ^ 2 := by
      linear_combination 2 * level K h v n 1 * hs - hp
    linarith
  rw [← sq_le_sq₀ (by positivity) hg, mul_pow, Real.sq_sqrt (by norm_num),
    Real.sq_sqrt (by positivity), gap_sq K h v n hn]
  linarith

/-- For a unit vector `n` and `K ≠ 0`, the splitting equals `2 √(v² + K² (3 + h²))` exactly when
`v² (2 n_z² - (1 - h) n_x² - (1 + h) n_y²) = 2 K² (1 - h²)`. -/
theorem double_quantum_exact_iff (K h v : ℝ) (n : Fin 3 → ℝ)
    (hn : n 0 ^ 2 + n 1 ^ 2 + n 2 ^ 2 = 1) (hK : K ≠ 0) :
    gap K h v n = 2 * √(v ^ 2 + K ^ 2 * (3 + h ^ 2)) ↔
      v ^ 2 * (2 * n 2 ^ 2 - (1 - h) * n 0 ^ 2 - (1 + h) * n 1 ^ 2)
        = 2 * K ^ 2 * (1 - h ^ 2) := by
  rw [(double_quantum_bound K h v n hn).2]
  have h01 : level K h v n 1 ≤ level K h v n 0 := level_antitone K h v n (by decide)
  have h12 : level K h v n 2 ≤ level K h v n 1 := level_antitone K h v n (by decide)
  obtain ⟨hs, -, hd⟩ := level_relations K h v n hn
  constructor
  · intro h1
    rw [h1, mul_zero, zero_mul] at hd
    have h3 := (mul_eq_zero.1 (neg_eq_zero.1 hd.symm)).resolve_left hK
    linarith
  · intro hc
    have h0 : level K h v n 0 * level K h v n 1 * level K h v n 2 = 0 := by
      rw [hd]
      linear_combination K * hc
    -- if an outer level vanishes, the zero sum forces the middle one to vanish too
    rcases mul_eq_zero.1 h0 with h3 | h3
    · rcases mul_eq_zero.1 h3 with h4 | h4
      · linarith
      · exact h4
    · linarith

end

end SpinOneDoubleQuantum
```

```lean
#print axioms SpinOneDoubleQuantum.spin_one_algebra
#print axioms SpinOneDoubleQuantum.double_quantum_bound
#print axioms SpinOneDoubleQuantum.gap_lower_bound
#print axioms SpinOneDoubleQuantum.double_quantum_exact_iff
```

```
'SpinOneDoubleQuantum.spin_one_algebra' depends on axioms: [propext, Classical.choice, Quot.sound]
'SpinOneDoubleQuantum.double_quantum_bound' depends on axioms: [propext, Classical.choice, Quot.sound]
'SpinOneDoubleQuantum.gap_lower_bound' depends on axioms: [propext, Classical.choice, Quot.sound]
'SpinOneDoubleQuantum.double_quantum_exact_iff' depends on axioms: [propext, Classical.choice, Quot.sound]
```

## The \(^{14}\mathrm{N}\) nucleus in an effective field

In pulsed EPR, the echo from an electron spin coupled to a nearby \(^{14}\mathrm{N}\) nucleus can be modulated at the nuclear transition frequencies. For a given electron spin state the nucleus feels an effective magnetic field, the sum of the applied field and the hyperfine field. With the field written as a strength \(v\) along a unit vector \(n\), the nuclear Hamiltonian is

\[
H = K\left(3I_z^2-2+h(I_x^2-I_y^2)\right)+v\,n\cdot I .
\]

The double-quantum formula takes the splitting between the outer levels to be \(2\sqrt{v^2+K^2(3+h^2)}\), whatever the field direction. For this single nucleus in a static field, the theorems say that the formula never underestimates the splitting, and they say when it is exact.

The letter \(h\) is the asymmetry parameter, usually written \(\eta\), and not Planck's constant. The constant \(K\) is a quarter of the quadrupole coupling constant \(eQV_{zz}\), the product of the nuclear quadrupole moment \(eQ\) and the electric field gradient \(V_{zz}\) along the \(z\) axis. The axes \(x,y,z\) are the principal axes of the field-gradient tensor, and the components of \(n\) refer to them. \(K\), \(v\) and the levels share one unit of energy or frequency. "Double-quantum" here always means the outer pair of levels. In a weak field these need not be the states with \(m=\pm1\).

The model replaces the electron by a fixed effective field. The theorems start from \(H\) and take that replacement as given.

## What the theorems say

The matrices `Ix`, `Iy` and `Iz` are the spin operators in the Cartesian basis, in which the quadrupole term is diagonal. That they describe a spin 1 is proved in `spin_one_algebra`, through the commutation relations and \(I_x^2+I_y^2+I_z^2=2\). The Hamiltonian is `ham K h v n`, and `n 0`, `n 1`, `n 2` are \(n_x,n_y,n_z\). All parameters are arbitrary real numbers, so either sign of \(K\) or \(v\) is allowed, and \(h\) is not confined to the conventional range from 0 to 1. The hypothesis `hn` says that \(n\) has unit length.

The levels \(E_0\ge E_1\ge E_2\) are `level K h v n 0`, `level K h v n 1` and `level K h v n 2`, the eigenvalues of the Hermitian matrix counted with multiplicity. The splitting `gap` is \(E_0-E_2\). With the abbreviation

\[
S=v^2+K^2(3+h^2),
\]

three results hold for every unit vector \(n\):

- `double_quantum_bound`: \(E_0-E_2\le 2\sqrt S\), with equality if and only if \(E_1=0\).
- `gap_lower_bound`: \(E_0-E_2\ge\sqrt3\,\sqrt S\).
- `double_quantum_exact_iff`: if \(K\neq0\), then \(E_0-E_2=2\sqrt S\) if and only if
\[
v^2\left(2n_z^2-(1-h)n_x^2-(1+h)n_y^2\right)=2K^2(1-h^2).
\]

For \(K=0\) the levels are \(|v|,0,-|v|\) and the formula is always exact, yet the last condition fails for a nonzero field along \(z\). This is why that theorem assumes \(K\ne0\).

For an axial coupling, \(h=0\), with the field along \(z\), the condition reads \(|v|=|K|\), and the levels are then \(2|K|,0,-2|K|\).

In the analysis of \(^{14}\mathrm{N}\) modulation spectra, a measured outer splitting \(\Delta\) is often converted to \(S=\Delta^2/4\). Within the model of one nucleus in a static field, the two bounds place the true value between \(\Delta^2/4\) and \(\Delta^2/3\).

## The secular equation and the role of the field direction

In the Cartesian basis \(I_x^2\), \(I_y^2\) and \(I_z^2\) are diagonal, with entries \((0,1,1)\), \((1,0,1)\) and \((1,1,0)\). Therefore

\[
H=\begin{pmatrix}
K(1-h) & -ivn_z & ivn_y\\
ivn_z & K(1+h) & -ivn_x\\
-ivn_y & ivn_x & -2K
\end{pmatrix}.
\]

This is `ham_eq`, checked entry by entry, and `ham_isHermitian` reads off that \(H\) is Hermitian.

Write \(a=K(1-h)\), \(b=K(1+h)\), \(c=-2K\) for the diagonal entries. In \(\det(E-H)\) the two products of three off-diagonal entries cancel, which leaves

\[
(E-a)(E-b)(E-c)-v^2\left[(E-a)n_x^2+(E-b)n_y^2+(E-c)n_z^2\right].
\]

The diagonal entries satisfy \(a+b+c=0\), \(ab+bc+ca=-K^2(3+h^2)\) and \(abc=-2K^3(1-h^2)\). Since \(n_x^2+n_y^2+n_z^2=1\), the determinant becomes

\[
\det(E-H)=E^3-SE+q,
\]
\[
q=K\left[2K^2(1-h^2)+v^2\left((1-h)n_x^2+(1+h)n_y^2-2n_z^2\right)\right].
\]

The field direction enters only through \(q\). The theorem `secular` obtains this by expanding the determinant and then using \(i^2=-1\) and the unit length of \(n\) in one `linear_combination`.

The same polynomial is \((E-E_0)(E-E_1)(E-E_2)\), so comparing coefficients gives

\[
E_0+E_1+E_2=0,\qquad E_0E_1+E_1E_2+E_2E_0=-S,\qquad E_0E_1E_2=-q .
\]

These are the `level_relations`. Mathlib factorises the characteristic polynomial over eigenvalues labelled by the matrix index, so the proof first matches that labelling to the ordered levels through the relabelling `e`. The identity `key` equates the two forms of the polynomial. Its values at \(E=0,1,-1\) yield the three relations.

## From the middle level to the splitting

The zero sum gives \(E_0+E_2=-E_1\). The pair relation then gives \(E_0E_2=-S-E_1(E_0+E_2)=-S+E_1^2\). Hence

\[
(E_0-E_2)^2=(E_0+E_2)^2-4E_0E_2=E_1^2+4S-4E_1^2=4S-3E_1^2 .
\]

This is `gap_sq`. Since \(E_1^2\ge0\), the squared splitting is at most \(4S\), with equality exactly when \(E_1=0\). Both the splitting and \(2\sqrt S\) are nonnegative, so the statement passes from the squares to the quantities themselves. In `double_quantum_bound` that passage is made by `sq_le_sq₀` for the inequality and `sq_eq_sq₀` for the equality.

For the lower bound, the middle level lies between the outer ones, so

\[
0\le(E_0-E_1)(E_1-E_2)=E_1(E_0+E_2)-E_0E_2-E_1^2=S-3E_1^2 .
\]

Thus \(3E_1^2\le S\), and `gap_sq` gives \((E_0-E_2)^2\ge3S\). In `gap_lower_bound` the product is `hm` and the resulting inequality is `hb`. The axial nucleus in zero field attains this bound, because there the middle level coincides with an outer one.

For the exactness criterion, \(E_1=0\) makes the triple product vanish, so \(q=0\). Conversely, if \(q=0\), one of the levels is zero. If it is \(E_0\), then \(E_1\) and \(E_2\) are both at most zero and sum to zero, so both vanish. If it is \(E_2\), the same reasoning applies with the signs reversed. In every case \(E_1=0\). Dividing \(q=0\) by \(K\ne0\) gives the stated condition. The case distinction is the pair of `rcases` steps in `double_quantum_exact_iff`, where `linarith` settles the outer levels from their order and zero sum.

## A sum rule for all three transitions

The same relations control the three transition energies together. The zero sum gives \(E_0^2+E_1^2+E_2^2=2S\), and therefore

\[
(E_0-E_1)^2+(E_1-E_2)^2+(E_0-E_2)^2=2\cdot2S+2S=6S .
\]

If all three transitions of one nucleus are resolved at one effective field, their squares give \(S\) without any assumption about the middle level. This identity is derived here from `level_relations` and has no Lean theorem of its own.
